# With a fixed positive semidefinite coupling matrix, a fragment gains at least as much MBD energy from an enlarged cluster as from the original one

Two oscillators, each with squared frequency 1, are coupled by 0.96. The coupled frequencies are 1.4 and 0.2, so their sum drops from 2 to 1.6 and the pair is bound by 0.2 (with \(\hbar=1\)). Now I put a third oscillator next to the first before the second arrives. Three-body dispersion can be repulsive, for instance in an equilateral triangle. Can the extra neighbour make the newcomer gain less than it did from the first oscillator alone?

## A larger cluster never stiffens the response

No, as long as the couplings stay fixed and the enlarged cluster, with the newcomer included, has no unstable mode. The pair already shows the reason. For a positive definite matrix \(M\), a unit force on coordinate 1 displaces it by \(1/M_{11}\) if coordinate 2 is frozen, and by \(M_{22}/(M_{11}M_{22}-M_{12}^2)\), which is no smaller, if coordinate 2 can relax.

In general, let \(M_U\) be the principal submatrix on a set \(U\) containing \(i\). Let \(x\) vanish outside \(U\) and satisfy \((Mx)_a=\delta_{ai}\) for \(a\in U\). Cramer's rule gives
\[
x_i=\det M_{U\setminus i}/\det M_U .
\]
Let \(y\) be the response of a larger set \(V\supseteq U\). Since \(x\) lives in \(U\), \(x^TMx=x^TMy=x_i\); likewise \(y^TMy=y_i\). Hence
\[
0\le (x-y)^TM(x-y)=y_i-x_i,
\]
\[
\det M_{U\setminus i}\,\det M_V\le\det M_{V\setminus i}\,\det M_U .
\]

## From determinants to frequencies

Let \(\kappa=\int_0^\infty \log(1+s^2)\,s^{-2}ds\). It is positive, and finite because the integrand is at most 1 for \(s\le1\) and at most \(4s^{-3/2}\) beyond. Substituting \(t=\sqrt{x}\,s\) gives \(\int_0^\infty\log(1+s^2x)\,s^{-2}ds=\kappa\sqrt x\) for a squared frequency \(x>0\); for \(x=0\) both sides vanish. Summing over the eigenvalues of a positive semidefinite matrix \(A\),
\[
\kappa\,\mathrm{tr}\sqrt A=\int_0^\infty \frac{\log\det(1+s^2A)}{s^2}\,ds .
\]

Let \(C\) be the coupling matrix, with the squared frequencies on its diagonal and the couplings off it, and suppose that it is positive semidefinite. Write \(e(S)=\mathrm{tr}\sqrt{C_S}\), and take \(S\subseteq T\), \(i\notin T\). Apply the determinant inequality to \(M=1+s^2C\), \(U=S\cup\{i\}\), \(V=T\cup\{i\}\). Taking logarithms, integrating and dividing by \(\kappa\) gives
\[
e(T\cup\{i\})+e(S)\le e(T)+e(S\cup\{i\}).
\]
Adding the coordinates of a fragment \(D\) one by one, for clusters \(A\subseteq B\) and \(D\) disjoint from \(B\),
\[
e(B\cup D)-e(B)\le e(A\cup D)-e(A).
\]
The choice \(A=S\cap T\), \(B=T\), \(D=S\setminus T\) yields \(e(S\cup T)+e(S\cap T)\le e(S)+e(T)\) for arbitrary \(S,T\). The many-body dispersion (MBD) energy is \(\tfrac12\big(e(S)-\sum_{i\in S}\sqrt{C_{ii}}\big)\); the uncoupled frequencies of \(D\) cancel between the two sides.

## Fixed couplings and stable modes

In the file, `n` is the finite set of oscillator coordinates, so an atom is normally three indices. `block C S` is \(C_S\), `modeSum` is \(e\), with `cfc Real.sqrt` as the matrix square root, and `mbdEnergy` is the energy with \(\hbar=1\) and masses absorbed into \(C\). The empty cluster has \(e=0\) automatically. `C.PosSemidef` includes symmetry and says that no mode is unstable; zero modes are allowed.

`modeSum_submodular` is the inequality for \(S,T\), and `mbdEnergy_fragment` answers the opening question: the energy change on joining \(B\) is at most, so at least as negative as, that on joining \(A\). For a stable set of dipole-coupled harmonic oscillators with fixed geometry and parameters, truncating the environment therefore never overestimates a fragment's gain.

Stability matters. With diagonal entries 1 and coupling 8, the eigenvalues are 9 and −7. Lean's real square root sends −7 to 0, so the frequency sum is 3, above the uncoupled 2. Symmetry and a positive diagonal are thus not enough.

The fixed matrix is a restriction: practical MBD calculations often use environment-dependent polarizabilities, so that \(C\) changes with the cluster. The determinants then belong to different matrices, and the inequality can fail: suppose the third oscillator switched off all couplings.

## The argument in Lean

`det_frozen` reduces a block triangular determinant to \(\det M_S\). `exists_response` uses it twice, on a matrix `N` that freezes everything outside `U` and on `N` with column `i` replaced, as Cramer's rule requires. In `minor_inequality`, `pair` evaluates the three products and `q` is the non-negative quadratic form.

`kernel_one` bounds the integral through \(1+s^2\le(1+\sqrt s)^4\), `mode_integral` does the scaling, and `trace_sqrt_integral` diagonalises. `modeSum_insert` integrates the logarithmic inequality with `integral_mono`, and `modeSum_fragment` is the induction over `D`. The last two theorems are the set substitution and the cancellation above.

```lean
import Mathlib

open MeasureTheory Matrix

namespace ManyBodyDispersion

noncomputable section

variable {n : Type*} [Fintype n] [DecidableEq n]

/-- The coupling matrix of the cluster `S`: the principal submatrix of `C` on `S`. -/
def block (C : Matrix n n ℝ) (S : Finset n) : Matrix S S ℝ :=
  C.submatrix Subtype.val Subtype.val

/-- The sum of the coupled mode frequencies of the cluster `S`, `e(S) = tr √(C_S)`,
for positive semidefinite `C`. -/
def modeSum (C : Matrix n n ℝ) (S : Finset n) : ℝ :=
  (cfc Real.sqrt (block C S)).trace

/-- The MBD energy of the cluster `S`, for positive semidefinite `C`: half the sum of the coupled
frequencies minus half the sum of the uncoupled frequencies `√C_ii`. -/
def mbdEnergy (C : Matrix n n ℝ) (S : Finset n) : ℝ :=
  (modeSum C S - ∑ i ∈ S, √(C i i)) / 2

/-- The integrand `log (1 + s² x) / s²`, for `s ≠ 0`, of a mode with squared frequency `x`. -/
def modeKernel (x s : ℝ) : ℝ := Real.log (1 + s ^ 2 * x) / s ^ 2

/-- If a matrix agrees with `M` on `S`, is the identity outside `S`, and has no entries from rows
in `S` to columns outside, its determinant is that of the principal submatrix `M_S`. -/
theorem det_frozen (A M : Matrix n n ℝ) (S : Finset n)
    (h1 : ∀ a ∈ S, ∀ b ∈ S, A a b = M a b) (h2 : ∀ a ∈ S, ∀ b ∉ S, A a b = 0)
    (h3 : ∀ a ∉ S, ∀ b ∉ S, A a b = (1 : Matrix n n ℝ) a b) :
    A.det = (block M S).det := by
  have e1 : A.toSquareBlockProp (fun a => a ∈ S) = block M S := by
    ext a b
    exact h1 a a.2 b b.2
  have e2 : A.toSquareBlockProp (fun a => ¬ a ∈ S) = 1 := by
    ext a b
    refine (h3 a a.2 b b.2).trans ?_
    simp [Matrix.one_apply, Subtype.ext_iff]
  rw [Matrix.twoBlockTriangular_det' A (fun a => a ∈ S) h2, e2, Matrix.det_one, mul_one, e1]
  congr!

/-- For positive definite `M`, a unit force on coordinate `i` of the cluster `U` has a static
response `x` inside `U`, and `x i` is the ratio of the minors without and with `i`. -/
theorem exists_response {M : Matrix n n ℝ} (hM : M.PosDef) {U : Finset n} {i : n} (hi : i ∈ U) :
    ∃ x : n → ℝ, (∀ a ∉ U, x a = 0) ∧ (∀ a ∈ U, (M *ᵥ x) a = if a = i then 1 else 0) ∧
      x i * (block M U).det = (block M (U.erase i)).det := by
  -- freeze all coordinates outside `U`
  obtain ⟨N, hN⟩ : ∃ N : Matrix n n ℝ, ∀ a b, N a b =
      if a ∈ U ∧ b ∈ U then M a b else if a = b then 1 else 0 := ⟨fun _ _ => _, fun _ _ => rfl⟩
  have hd : N.det = (block M U).det := det_frozen N M U
    (fun a ha b hb => by simp [hN, ha, hb])
    (fun a ha b hb => by
      have : a ≠ b := fun h => hb (h ▸ ha)
      simp [hN, hb, this])
    (fun a ha b hb => by simp [hN, ha, Matrix.one_apply])
  have hpos : 0 < (block M U).det := (hM.submatrix Subtype.val_injective).det_pos
  have hne : N.det ≠ 0 := by rw [hd]; exact hpos.ne'
  -- Cramer's rule
  obtain ⟨x, hxd⟩ : ∃ x, x = (N.det)⁻¹ • N.cramer (Pi.single i 1) := ⟨_, rfl⟩
  have hx : N *ᵥ x = Pi.single i 1 := by
    rw [hxd, Matrix.mulVec_smul, Matrix.mulVec_cramer, smul_smul, inv_mul_cancel₀ hne, one_smul]
  have h0 : ∀ a ∉ U, x a = 0 := by
    intro a ha
    have hai : a ≠ i := fun h => ha (h ▸ hi)
    have h := congrFun hx a
    simpa [hN, Matrix.mulVec, dotProduct, ha, hai, Pi.single_apply] using h
  refine ⟨x, h0, fun a ha => ?_, ?_⟩
  · have h := congrFun hx a
    rw [Pi.single_apply] at h
    rw [← h]
    simp only [Matrix.mulVec, dotProduct]
    refine Finset.sum_congr rfl fun b _ => ?_
    by_cases hb : b ∈ U
    · simp [hN, ha, hb]
    · simp [h0 b hb]
  · have hc : (N.updateCol i (Pi.single i 1)).det = (block M (U.erase i)).det := by
      refine det_frozen _ M _ (fun a ha b hb => ?_) (fun a ha b hb => ?_) (fun a ha b hb => ?_)
      · rw [Finset.mem_erase] at ha hb
        simp [hN, ha.2, hb.1, hb.2]
      · rw [Finset.mem_erase] at ha
        by_cases hbi : b = i
        · simp [hbi, ha.1]
        · have hbU : b ∉ U := fun h => hb (Finset.mem_erase.2 ⟨hbi, h⟩)
          have hab : a ≠ b := fun h => hbU (h ▸ ha.2)
          simp [hN, hbi, hbU, hab]
      · by_cases hbi : b = i
        · simp [hbi, Pi.single_apply, Matrix.one_apply]
        · have hbU : b ∉ U := fun h => hb (Finset.mem_erase.2 ⟨hbi, h⟩)
          simp [hN, hbi, hbU, Matrix.one_apply]
    rw [← hc, ← Matrix.cramer_apply, ← hd, hxd, Pi.smul_apply, smul_eq_mul]
    field_simp

/-- For positive definite `M`, the static response of coordinate `i` to a force on itself does not
decrease when the cluster grows from `U` to `V`; here written with principal minors. -/
theorem minor_inequality {M : Matrix n n ℝ} (hM : M.PosDef) {U V : Finset n} {i : n}
    (hUV : U ⊆ V) (hi : i ∈ U) :
    (block M (U.erase i)).det * (block M V).det ≤
      (block M (V.erase i)).det * (block M U).det := by
  obtain ⟨x, x0, x1, x2⟩ := exists_response hM hi
  obtain ⟨y, y0, y1, y2⟩ := exists_response hM (hUV hi)
  have pair : ∀ (W : Finset n) (z w : n → ℝ), (∀ a ∉ W, z a = 0) →
      (∀ a ∈ W, (M *ᵥ w) a = if a = i then 1 else 0) → z ⬝ᵥ (M *ᵥ w) = z i := by
    intro W z w hz hw
    trans ∑ a, z a * (if a = i then 1 else 0)
    · refine Finset.sum_congr rfl fun a _ => ?_
      by_cases ha : a ∈ W
      · rw [hw a ha]
      · simp [hz a ha]
    · simp
  have hMt : Mᵀ = M :=
    (Matrix.conjTranspose_eq_transpose_of_trivial M).symm.trans hM.isHermitian.eq
  have hsym : y ⬝ᵥ (M *ᵥ x) = x ⬝ᵥ (M *ᵥ y) := by
    rw [Matrix.dotProduct_mulVec, ← Matrix.mulVec_transpose, hMt, dotProduct_comm]
  -- the energy of the difference of the two responses is non-negative
  have q := hM.posSemidef.dotProduct_mulVec_nonneg (x - y)
  rw [star_trivial, Matrix.mulVec_sub, sub_dotProduct, dotProduct_sub, dotProduct_sub, hsym,
    pair U x x x0 x1, pair V x y (fun a ha => x0 a fun h => ha (hUV h)) y1,
    pair V y y y0 y1] at q
  have key : x i ≤ y i := by linarith
  have dU : 0 < (block M U).det := (hM.submatrix Subtype.val_injective).det_pos
  have dV : 0 < (block M V).det := (hM.submatrix Subtype.val_injective).det_pos
  rw [← x2, ← y2]
  nlinarith [mul_le_mul_of_nonneg_right key (mul_pos dU dV).le]

/-- The integral of `log (1 + s²) / s²` over `s > 0` converges and is positive. -/
theorem kernel_one : IntegrableOn (modeKernel 1) (Set.Ioi 0) ∧
    0 < ∫ s in Set.Ioi 0, modeKernel 1 s := by
  have hm : Measurable (modeKernel 1) := by
    change Measurable (fun s : ℝ => Real.log (1 + s ^ 2 * 1) / s ^ 2)
    fun_prop
  have h0 : ∀ s, 0 ≤ modeKernel 1 s := fun s =>
    div_nonneg (Real.log_nonneg (by nlinarith [sq_nonneg s])) (sq_nonneg s)
  have hint : IntegrableOn (modeKernel 1) (Set.Ioi 0) := by
    rw [← Set.Ioc_union_Ioi_eq_Ioi (zero_le_one' ℝ)]
    refine IntegrableOn.union ?_ ?_
    · have hc : IntegrableOn (fun _ : ℝ => (1 : ℝ)) (Set.Ioc 0 1) :=
        continuous_const.integrableOn_Ioc
      refine Integrable.mono' hc hm.aestronglyMeasurable
        ((ae_restrict_mem measurableSet_Ioc).mono fun s hs => ?_)
      have hs2 : 0 < s ^ 2 := pow_pos hs.1 2
      rw [Real.norm_of_nonneg (h0 s), modeKernel, div_le_one hs2]
      linarith [Real.log_le_sub_one_of_pos (show 0 < 1 + s ^ 2 * 1 by linarith)]
    · have hc : IntegrableOn (fun s : ℝ => s ^ (-3 / 2 : ℝ)) (Set.Ioi 1) :=
        integrableOn_Ioi_rpow_of_lt (by norm_num) one_pos
      refine Integrable.mono' (Integrable.const_mul hc 4) hm.aestronglyMeasurable
        ((ae_restrict_mem measurableSet_Ioi).mono fun s hs => ?_)
      have hs0 : 0 < s := one_pos.trans hs
      have hr : 0 ≤ √s := Real.sqrt_nonneg s
      have e : s ^ (-3 / 2 : ℝ) = √s / s ^ 2 := by
        rw [Real.sqrt_eq_rpow, ← Real.rpow_natCast s 2, ← Real.rpow_sub hs0]
        norm_num
      -- `1 + s² ≤ (1 + √s)⁴` tames the logarithm
      have hb : 1 + s ^ 2 * 1 ≤ (1 + √s) ^ 4 := by
        have h4 : s ^ 2 = √s ^ 4 := by
          rw [show √s ^ 4 = (√s ^ 2) ^ 2 by ring, Real.sq_sqrt hs0.le]
        rw [h4]
        nlinarith [pow_nonneg hr 2, pow_nonneg hr 3]
      have hl := Real.log_le_log (by positivity) hb
      rw [Real.log_pow] at hl
      have hl2 := Real.log_le_sub_one_of_pos (show 0 < 1 + √s by linarith)
      rw [Real.norm_of_nonneg (h0 s), e, modeKernel, ← mul_div_assoc]
      refine div_le_div_of_nonneg_right ?_ (sq_nonneg s)
      push_cast at hl
      linarith
  refine ⟨hint, ?_⟩
  rw [setIntegral_pos_iff_support_of_nonneg_ae (Filter.Eventually.of_forall h0) hint]
  have hsub : Set.Ioi (0 : ℝ) ⊆ Function.support (modeKernel 1) := fun s hs => by
    have hs2 : 0 < s ^ 2 := pow_pos hs 2
    exact (div_pos (Real.log_pos (by linarith)) hs2).ne'
  rw [Set.inter_eq_right.2 hsub]
  simp

/-- The frequency `√x` of a mode with `x ≥ 0` is, up to a factor independent of `x`, the integral of
`log (1 + s² x) / s²` over `s > 0`. -/
theorem mode_integral {x : ℝ} (hx : 0 ≤ x) : IntegrableOn (modeKernel x) (Set.Ioi 0) ∧
    ∫ s in Set.Ioi 0, modeKernel x s = √x * ∫ s in Set.Ioi 0, modeKernel 1 s := by
  rcases hx.eq_or_lt with rfl | hx
  · have h : modeKernel 0 = fun _ => 0 := funext fun s => by simp [modeKernel]
    simp [h]
  have hr : 0 < √x := Real.sqrt_pos.2 hx
  have h : modeKernel x = fun s => x * modeKernel 1 (√x * s) := by
    funext s
    rcases eq_or_ne s 0 with rfl | hs
    · simp [modeKernel]
    · rw [modeKernel, modeKernel, mul_pow, Real.sq_sqrt hx.le,
        show 1 + x * s ^ 2 * 1 = 1 + s ^ 2 * x by ring]
      field_simp
  have hs : IntegrableOn (fun s => modeKernel 1 (√x * s)) (Set.Ioi 0) :=
    (integrableOn_Ioi_comp_mul_left_iff (modeKernel 1) 0 hr).2 (by simpa using kernel_one.1)
  rw [h]
  refine ⟨Integrable.const_mul hs x, ?_⟩
  rw [integral_const_mul, integral_comp_mul_left_Ioi _ _ hr, mul_zero, smul_eq_mul, ← mul_assoc,
    ← div_eq_mul_inv, Real.div_sqrt]

/-- For positive semidefinite `A`, `tr √A` is, up to a factor independent of `A`, the integral of
`log det (1 + s² A) / s²` over `s > 0`. -/
theorem trace_sqrt_integral {m : Type*} [Fintype m] [DecidableEq m] {A : Matrix m m ℝ}
    (hA : A.PosSemidef) :
    IntegrableOn (fun s : ℝ => Real.log (1 + s ^ 2 • A).det / s ^ 2) (Set.Ioi 0) ∧
    ∫ s in Set.Ioi 0, Real.log (1 + s ^ 2 • A).det / s ^ 2 =
      (cfc Real.sqrt A).trace * ∫ s in Set.Ioi 0, modeKernel 1 s := by
  have hH := hA.isHermitian
  have htr : (cfc Real.sqrt A).trace = ∑ k, √(hH.eigenvalues k) := by
    rw [hH.cfc_eq, Matrix.IsHermitian.cfc, Unitary.conjStarAlgAut_apply, Matrix.trace_mul_cycle,
      Unitary.coe_star_mul_self, one_mul, Matrix.trace_diagonal]
    rfl
  have hdet : ∀ c : ℝ, (1 + c • A).det = ∏ k, (1 + c * hH.eigenvalues k) := by
    intro c
    have hs := hH.spectral_theorem
    rw [Unitary.conjStarAlgAut_apply] at hs
    conv_lhs => rw [hs]
    rw [Matrix.mul_assoc, ← Matrix.mul_smul, Matrix.det_one_add_mul_comm, Matrix.smul_mul,
      Matrix.mul_assoc, Unitary.coe_star_mul_self, Matrix.mul_one, ← Matrix.det_diagonal]
    congr 1
    ext i j
    by_cases hij : i = j <;> simp [hij]
  have hf : (fun s : ℝ => Real.log (1 + s ^ 2 • A).det / s ^ 2) =
      fun s => ∑ k, modeKernel (hH.eigenvalues k) s := by
    funext s
    rw [hdet, Real.log_prod, Finset.sum_div]
    · rfl
    · intro k _
      have := mul_nonneg (sq_nonneg s) (hA.eigenvalues_nonneg k)
      positivity
  have hk := fun k => mode_integral (hA.eigenvalues_nonneg k)
  rw [hf]
  refine ⟨integrable_finsetSum _ fun k _ => (hk k).1, ?_⟩
  rw [integral_finsetSum _ fun k _ => (hk k).1, htr, Finset.sum_mul]
  exact Finset.sum_congr rfl fun k _ => (hk k).2

/-- For positive semidefinite `C`, one new oscillator `i` raises the frequency sum of a cluster `T`
by at most as much as that of a subcluster `S`. -/
theorem modeSum_insert {C : Matrix n n ℝ} (hC : C.PosSemidef) {S T : Finset n} {i : n}
    (hST : S ⊆ T) (hi : i ∉ T) :
    modeSum C (insert i T) + modeSum C S ≤ modeSum C T + modeSum C (insert i S) := by
  have hI := fun W : Finset n =>
    trace_sqrt_integral (A := block C W) (hC.submatrix Subtype.val)
  have hle : ∀ s : ℝ,
      Real.log (1 + s ^ 2 • block C (insert i T)).det / s ^ 2 +
        Real.log (1 + s ^ 2 • block C S).det / s ^ 2 ≤
      Real.log (1 + s ^ 2 • block C T).det / s ^ 2 +
        Real.log (1 + s ^ 2 • block C (insert i S)).det / s ^ 2 := by
    intro s
    have hM : (1 + s ^ 2 • C).PosDef :=
      Matrix.PosDef.one.add_posSemidef (hC.smul (sq_nonneg s))
    have hb : ∀ W : Finset n, 1 + s ^ 2 • block C W = block (1 + s ^ 2 • C) W := by
      intro W
      ext a b
      by_cases hab : a = b
      · subst hab
        simp [block]
      · have hab' : (a : n) ≠ b := fun h => hab (Subtype.ext h)
        simp [block, hab, hab']
    have hp : ∀ W : Finset n, 0 < (block (1 + s ^ 2 • C) W).det := fun W =>
      (hM.submatrix Subtype.val_injective).det_pos
    have h := minor_inequality hM (Finset.insert_subset_insert i hST) (Finset.mem_insert_self i S)
    rw [Finset.erase_insert hi, Finset.erase_insert (fun h => hi (hST h))] at h
    have hl := Real.log_le_log (mul_pos (hp _) (hp _)) h
    rw [Real.log_mul (hp _).ne' (hp _).ne', Real.log_mul (hp _).ne' (hp _).ne'] at hl
    rw [hb, hb, hb, hb, ← add_div, ← add_div]
    exact div_le_div_of_nonneg_right (by linarith) (sq_nonneg s)
  -- integrate over the scale `s`
  have h := integral_mono (Integrable.add (hI (insert i T)).1 (hI S).1)
    (Integrable.add (hI T).1 (hI (insert i S)).1) hle
  simp only [Pi.add_apply] at h
  rw [integral_add (hI (insert i T)).1 (hI S).1, integral_add (hI T).1 (hI (insert i S)).1,
    (hI _).2, (hI _).2, (hI _).2, (hI _).2, ← add_mul, ← add_mul] at h
  exact le_of_mul_le_mul_right h kernel_one.2

/-- For positive semidefinite `C`, a fragment `D` disjoint from the cluster `B` raises the
frequency sum of `B` by at most as much as that of a subcluster `A`. -/
theorem modeSum_fragment {C : Matrix n n ℝ} (hC : C.PosSemidef) {A B : Finset n} (hAB : A ⊆ B)
    (D : Finset n) (hD : Disjoint B D) :
    modeSum C (B ∪ D) + modeSum C A ≤ modeSum C B + modeSum C (A ∪ D) := by
  induction D using Finset.induction_on with
  | empty => simp
  | insert d D hd ih =>
    rw [Finset.disjoint_insert_right] at hD
    have h := modeSum_insert hC (Finset.union_subset_union_left (t := D) hAB)
      (show d ∉ B ∪ D by simp [hD.1, hd])
    rw [Finset.union_insert, Finset.union_insert]
    linarith [ih hD.2]

/-- Submodularity: for positive semidefinite `C`, the frequency sum `e(S) = tr √(C_S)` satisfies
`e(S ∪ T) + e(S ∩ T) ≤ e(S) + e(T)`. -/
theorem modeSum_submodular {C : Matrix n n ℝ} (hC : C.PosSemidef) (S T : Finset n) :
    modeSum C (S ∪ T) + modeSum C (S ∩ T) ≤ modeSum C S + modeSum C T := by
  have h := modeSum_fragment hC (Finset.inter_subset_right (s₁ := S) (s₂ := T)) (S \ T)
    Finset.disjoint_sdiff
  have e1 : T ∪ S \ T = S ∪ T := by ext a; simp; tauto
  have e2 : S ∩ T ∪ S \ T = S := by ext a; simp; tauto
  rw [e1, e2] at h
  linarith

/-- For a fixed positive semidefinite `C`, the MBD energy change on adding a fragment `D` to a
cluster `B` disjoint from it is at most the change on adding `D` to a subcluster `A` of `B`. -/
theorem mbdEnergy_fragment {C : Matrix n n ℝ} (hC : C.PosSemidef) {A B D : Finset n}
    (hAB : A ⊆ B) (hD : Disjoint B D) :
    mbdEnergy C (B ∪ D) - mbdEnergy C B ≤ mbdEnergy C (A ∪ D) - mbdEnergy C A := by
  have h := modeSum_fragment hC hAB D hD
  -- the uncoupled frequencies of `D` cancel
  simp only [mbdEnergy]
  rw [Finset.sum_union hD, Finset.sum_union (Finset.disjoint_of_subset_left hAB hD)]
  linarith

end

end ManyBodyDispersion
```

```lean
#print axioms ManyBodyDispersion.modeSum_submodular
#print axioms ManyBodyDispersion.mbdEnergy_fragment
```

```
'ManyBodyDispersion.modeSum_submodular' depends on axioms: [propext, Classical.choice, Quot.sound]
'ManyBodyDispersion.mbdEnergy_fragment' depends on axioms: [propext, Classical.choice, Quot.sound]
```
